# In one dimension, every equilibrium of two or more equal Coulomb charges in a harmonic trap has Hessian eigenvalues 1 and 3 in units of the trap stiffness

Suppose someone measures two frequencies of small oscillations along a line of identical charged particles in a harmonic trap, one for the motion in which all charges shift together and one for the motion in which the line expands and contracts uniformly. They then fit the strength of the repulsion and the number of charges to these two numbers. The fit fails however precise the data are, because all equilibria of two or more charges give the same two frequencies, whatever the coupling. In units of the trap frequency $\omega$ they are $1$ and $\sqrt3$.

The model is classical and one-dimensional. There are $N$ particles of equal mass and equal charge at positions $x_i$, $i=0,\dots,N-1$, in an exactly harmonic trap, with pure Coulomb repulsion. In the harmonic quantum treatment of an ion chain, the two modes carry quanta $\hbar\omega$ and $\sqrt3\,\hbar\omega$, as long as the oscillations are small and run along the axis of such a trap.

```lean
import Mathlib

open Matrix

namespace WignerChain

noncomputable section
```

## Energy and equilibrium

Each pair of charges must be counted once, so the sums run over $i<j$.

```lean
/-- The pairs `i < j` of particles in a chain of `N` particles. -/
def pairs (N : ℕ) : Finset (Fin N × Fin N) :=
  Finset.univ.filter fun p => p.1 < p.2
```

The energy is

$$E(x)=\sum_i \frac{x_i^2}{2}+g\sum_{i<j}\frac{1}{|x_i-x_j|}.$$

Lengths are measured in a unit $\ell$ and energies in $m\omega^2\ell^2$, where $m$ is the mass of one charge. The constant $g$ is then the Coulomb energy of two charges at distance $\ell$, divided by $m\omega^2\ell^2$. Since all masses are equal, the eigenvalues of the Hessian of $E$ at an equilibrium are the squared mode frequencies in units of $\omega^2$.

```lean
variable {N : ℕ}

/-- Energy of the chain: harmonic trap plus Coulomb repulsion of strength `g`,
for pairwise distinct positions. -/
def energy (g : ℝ) (x : Fin N → ℝ) : ℝ :=
  ∑ i, x i ^ 2 / 2 + g * ∑ p ∈ pairs N, 1 / |x p.1 - x p.2|
```

At an equilibrium the trap force on each charge balances the repulsion from the others. Equivalently, the energy has zero derivative along every straight displacement $v$:

$$\left.\frac{d}{dt}E(x+tv)\right|_{t=0}=0 .$$

`IsStationary` states this condition with `HasDerivAt`, which says both that the derivative exists and that it is zero. It does not require a minimum. Lean sets $1/0=0$, so the formulas describe the physics only at distinct positions. The theorems that identify them as derivatives of the energy, and the theorem on the two modes, therefore assume `Function.Injective x`.

```lean
/-- The energy has zero derivative at `x` along every straight displacement `v`;
used for pairwise distinct positions. -/
def IsStationary (g : ℝ) (x : Fin N → ℝ) : Prop :=
  ∀ v : Fin N → ℝ, HasDerivAt (fun t : ℝ => energy g (x + t • v)) 0 0
```

## First and second variations

Differentiating the energy once along $v$ gives

$$S(v)=\sum_i v_ix_i-g\sum_{i<j}\frac{(v_i-v_j)(x_i-x_j)}{|x_i-x_j|^3}.$$

```lean
/-- First variation of the energy along `v`, for pairwise distinct positions. -/
def slope (g : ℝ) (x v : Fin N → ℝ) : ℝ :=
  ∑ i, v i * x i
    - g * ∑ p ∈ pairs N, (v p.1 - v p.2) * (x p.1 - x p.2) / |x p.1 - x p.2| ^ 3
```

Differentiating $S(v)$ along a second displacement $w$ gives

$$C(v,w)=\sum_i v_iw_i+2g\sum_{i<j}\frac{(v_i-v_j)(w_i-w_j)}{|x_i-x_j|^3}.$$

```lean
/-- Second variation of the energy along `v` and `w`, for pairwise distinct positions. -/
def curvature (g : ℝ) (x v w : Fin N → ℝ) : ℝ :=
  ∑ i, v i * w i
    + 2 * g * ∑ p ∈ pairs N, (v p.1 - v p.2) * (w p.1 - w p.2) / |x p.1 - x p.2| ^ 3
```

Let $e_i$ be the displacement that moves charge $i$ alone by one unit, written `Pi.single i 1` in the code. The Hessian has the entries $H_{ij}=C(e_i,e_j)$.

```lean
/-- The Hessian matrix: second variations along the coordinate directions,
for pairwise distinct positions. -/
def hessian (g : ℝ) (x : Fin N → ℝ) : Matrix (Fin N) (Fin N) ℝ :=
  Matrix.of fun i j => curvature g x (Pi.single i 1) (Pi.single j 1)
```

So far $S$ and $C$ are only formulas, and they have to be shown to be derivatives of the energy. Along a straight displacement each separation changes linearly:

$$(x+tv)_i-(x+tv)_j=(x_i-x_j)+t(v_i-v_j).$$

```lean
/-- Along a straight displacement each separation changes linearly. -/
theorem line_sub (x v : Fin N → ℝ) (t : ℝ) (i j : Fin N) :
    (x + t • v) i - (x + t • v) j = (x i - x j) + t * (v i - v j) := by
  simp only [Pi.add_apply, Pi.smul_apply, smul_eq_mul]
  ring
```

It is therefore enough to study one pair, with separation $d\neq0$ changing at rate $e$. Writing the distance as $|d+te|=\sqrt{(d+te)^2}$ gives its derivative at $t=0$ as $de/|d|$. Hence

$$\left.\frac{d}{dt}\frac1{|d+te|}\right|_{0}=-\frac{1}{|d|^2}\,\frac{de}{|d|}=-\frac{ed}{|d|^3}.$$

For the force, projected with a constant factor $f$, the quotient rule and $d^2=|d|^2$ give

$$\left.\frac{d}{dt}\frac{f(d+te)}{|d+te|^3}\right|_{0}=\frac{fe}{|d|^3}-\frac{3fd}{|d|^4}\,\frac{de}{|d|}=-\frac{2fe}{|d|^3}.$$

In the code `h2` is the derivative of the distance, and `key` is the identity $d\,(de/|d|)=|d|\,e$ that cancels the absolute values in the second formula.

```lean
/-- Derivatives of the Coulomb energy and of the projected Coulomb force of one pair at
nonzero separation `d`, when the separation changes at rate `e`. -/
theorem hasDerivAt_pair {d : ℝ} (hd : d ≠ 0) (e f : ℝ) :
    HasDerivAt (fun t : ℝ => 1 / |d + t * e|) (-(e * d / |d| ^ 3)) 0 ∧
    HasDerivAt (fun t : ℝ => f * (d + t * e) / |d + t * e| ^ 3)
      (-(2 * (f * e / |d| ^ 3))) 0 := by
  have ha : |d| ≠ 0 := abs_ne_zero.mpr hd
  have h1 : HasDerivAt (fun t : ℝ => d + t * e) e 0 :=
    (((hasDerivAt_id' (0 : ℝ)).mul_const e).const_add d).congr_deriv (one_mul e)
  -- the distance is the square root of the squared separation
  have h2 : HasDerivAt (fun t : ℝ => |d + t * e|) (d * e / |d|) 0 := by
    have h := (h1.fun_mul h1).sqrt (by simpa using hd)
    simp only [Real.sqrt_mul_self_eq_abs] at h
    refine h.congr_deriv ?_
    simp only [zero_mul, add_zero]
    rw [div_eq_div_iff (mul_ne_zero two_ne_zero ha) ha]
    ring
  constructor
  · refine ((hasDerivAt_const (0 : ℝ) (1 : ℝ)).fun_div h2 (by simpa using hd)).congr_deriv ?_
    simp only [zero_mul, add_zero]
    ring
  · refine ((h1.const_mul f).fun_div (h2.fun_pow 3) (by simpa using hd)).congr_deriv ?_
    have key : d * (d * e / |d|) = |d| * e := by
      rw [← mul_div_assoc, div_eq_iff ha]
      linear_combination (-e) * abs_mul_abs_self d
    have hr : -(2 * (f * e / |d| ^ 3)) = (-2 * (f * e)) / |d| ^ 3 := by ring
    simp only [zero_mul, add_zero, Nat.cast_ofNat, Nat.reduceSub]
    rw [hr, div_eq_div_iff (pow_ne_zero 2 (pow_ne_zero 3 ha)) (pow_ne_zero 3 ha)]
    linear_combination (-3 * f * |d| ^ 2 * |d| ^ 3) * key
```

Summing over charges and pairs gives the derivative of the whole energy. The trap term of charge $i$ contributes $v_ix_i$. Each pair contributes the first formula above with $d=x_i-x_j$ and $e=v_i-v_j$, and $d$ is nonzero because the positions are distinct. The total is $S(v)$. In the proof `h1` and `h2` are these two contributions, and `HasDerivAt.fun_sum` adds them up.

```lean
/-- For distinct positions, `slope` is the derivative of the energy along `v`. -/
theorem hasDerivAt_energy (g : ℝ) {x : Fin N → ℝ} (hx : Function.Injective x)
    (v : Fin N → ℝ) :
    HasDerivAt (fun t : ℝ => energy g (x + t • v)) (slope g x v) 0 := by
  have h1 : ∀ i ∈ (Finset.univ : Finset (Fin N)),
      HasDerivAt (fun t : ℝ => (x i + t * v i) ^ 2 / 2) (v i * x i) 0 := fun i _ => by
    have h := ((hasDerivAt_id' (0 : ℝ)).mul_const (v i)).const_add (x i)
    refine ((h.fun_pow 2).div_const 2).congr_deriv ?_
    norm_num
    ring
  have h2 := fun p (hp : p ∈ pairs N) => (hasDerivAt_pair (sub_ne_zero.mpr
    (hx.ne (ne_of_lt (Finset.mem_filter.mp hp).2))) (v p.1 - v p.2) 0).1
  simp only [energy, line_sub]
  simp only [Pi.add_apply, Pi.smul_apply, smul_eq_mul]
  refine ((HasDerivAt.fun_sum h1).fun_add
    ((HasDerivAt.fun_sum h2).const_mul g)).congr_deriv ?_
  simp only [slope, Finset.sum_neg_distrib]
  ring
```

The second variation follows in the same way from the second pair formula, now with $e=w_i-w_j$ and $f=v_i-v_j$. The minus sign in front of the Coulomb part of $S$ turns $-2$ into $+2$, and the result is $C(v,w)$. Distinct positions stay distinct under small displacements, so $S$ is the derivative of the energy at all nearby points as well, and $H_{ij}$ is the usual $\partial^2E/\partial x_i\partial x_j$.

```lean
/-- For distinct positions, `curvature` is the derivative along `w` of the slope along `v`. -/
theorem hasDerivAt_slope (g : ℝ) {x : Fin N → ℝ} (hx : Function.Injective x)
    (v w : Fin N → ℝ) :
    HasDerivAt (fun t : ℝ => slope g (x + t • w) v) (curvature g x v w) 0 := by
  have h1 : ∀ i ∈ (Finset.univ : Finset (Fin N)),
      HasDerivAt (fun t : ℝ => v i * (x i + t * w i)) (v i * w i) 0 := fun i _ =>
    ((((hasDerivAt_id' (0 : ℝ)).mul_const (w i)).const_add (x i)).const_mul
      (v i)).congr_deriv (by ring)
  have h2 := fun p (hp : p ∈ pairs N) => (hasDerivAt_pair (sub_ne_zero.mpr
    (hx.ne (ne_of_lt (Finset.mem_filter.mp hp).2))) (w p.1 - w p.2) (v p.1 - v p.2)).2
  simp only [slope, line_sub]
  simp only [Pi.add_apply, Pi.smul_apply, smul_eq_mul]
  refine ((HasDerivAt.fun_sum h1).fun_sub
    ((HasDerivAt.fun_sum h2).const_mul g)).congr_deriv ?_
  simp only [curvature, Finset.sum_neg_distrib, ← Finset.mul_sum]
  ring
```

## The Hessian acting on a displacement

Since $C$ is linear in its second argument and $v=\sum_j v_je_j$,

$$(Hv)_i=\sum_j C(e_i,e_j)\,v_j=C\Big(e_i,\sum_j v_je_j\Big)=C(e_i,v).$$

The proof packages $C(e_i,\cdot)$ as a linear map `L`, proves the expansion of $v$ as `hv`, and joins the two in the `calc` chain.

```lean
/-- Component `i` of the matrix `hessian g x` applied to `v` equals the formula `curvature g x`
evaluated at the coordinate direction `i` and `v`. -/
theorem hessian_mulVec (g : ℝ) (x v : Fin N → ℝ) (i : Fin N) :
    (hessian g x *ᵥ v) i = curvature g x (Pi.single i 1) v := by
  -- the second variation is linear in its last argument
  let L : (Fin N → ℝ) →ₗ[ℝ] ℝ :=
    { toFun := curvature g x (Pi.single i 1)
      map_add' := fun a b => by
        simp only [curvature, Pi.add_apply, add_sub_add_comm, mul_add, add_div,
          Finset.sum_add_distrib]
        ring
      map_smul' := fun c a => by
        simp only [curvature, Pi.smul_apply, smul_eq_mul, RingHom.id_apply, mul_add,
          Finset.mul_sum]
        congr 1 <;> exact Finset.sum_congr rfl fun _ _ => by ring }
  have hv : ∑ j, v j • (Pi.single j 1 : Fin N → ℝ) = v := by
    funext k
    simp [Finset.sum_apply, Pi.single_apply]
  calc (hessian g x *ᵥ v) i = ∑ j, v j * L (Pi.single j 1) := by
        simp only [Matrix.mulVec, dotProduct]
        refine Finset.sum_congr rfl fun j _ => ?_
        exact mul_comm (hessian g x i j) (v j)
    _ = L (∑ j, v j • (Pi.single j 1 : Fin N → ℝ)) := by
        simp only [map_sum, map_smul, smul_eq_mul]
    _ = curvature g x (Pi.single i 1) v := by rw [hv]; rfl
```

## The shift and the dilation

Take first the uniform shift $u=(1,\dots,1)$. All differences $u_i-u_j$ vanish, so the Coulomb part of $C$ drops out and

$$(Hu)_i=C(e_i,u)=1 .$$

Thus $Hu=u$. This step does not use the force balance.

For the dilation the displacement is $x$ itself. The Coulomb sum in $C(e_i,x)$ is the one that already appears in $S(e_i)$, with a different prefactor. From the formula for $S$,

$$g\sum_{k<l}\frac{\big((e_i)_k-(e_i)_l\big)(x_k-x_l)}{|x_k-x_l|^3}=x_i-S(e_i),$$

and therefore

$$(Hx)_i=x_i+2\big(x_i-S(e_i)\big)=3x_i-2S(e_i).$$

At equilibrium $S(e_i)=0$, which leaves $Hx=3x$. Physically, the repulsion on each charge equals the trap force in size, and the stiffness of a $1/r^2$ force against dilation is twice the force per unit of relative stretch. The trap contributes one unit of stiffness and the repulsion two.

An eigenvector must also be nonzero. The shift clearly is, and $x$ is nonzero because at least two of its entries differ. A single charge rests at $x_0=0$, where the dilation is no motion at all, and this is why the theorem asks for $N\ge2$. The normalised modes are $u/\sqrt N$ and $x/\sqrt{\sum_i x_i^2}$.

The theorem reads: if $N\ge2$, the positions are distinct and the chain is stationary, then $H$, viewed as a linear map through `Matrix.toLin'`, has the eigenvector $u$ with eigenvalue 1 and the eigenvector $x$ with eigenvalue 3. No sign of $g$ is assumed, since equilibrium already fixes it: $S(x)=0$ means $\sum_i x_i^2=g\sum_{i<j}1/|x_i-x_j|$, which forces $g>0$.

In the proof, `h0` is the force balance $S(e_i)=0$. It holds because the derivative of the energy along $e_i$ is $S(e_i)$ by `hasDerivAt_energy` and $0$ by stationarity, and a derivative is unique. The line `linear_combination (-2) * h0` is the subtraction of $2S(e_i)$ above.

```lean
/-- At a stationary chain of at least two distinct positions, for any coupling `g`, the
uniform shift is an eigenvector of the Hessian with eigenvalue 1 and `x` is one with
eigenvalue 3. -/
theorem universal_modes (hN : 2 ≤ N) {g : ℝ} {x : Fin N → ℝ}
    (hx : Function.Injective x) (hs : IsStationary g x) :
    Module.End.HasEigenvector (Matrix.toLin' (hessian g x)) 1 (fun _ => 1) ∧
    Module.End.HasEigenvector (Matrix.toLin' (hessian g x)) 3 x := by
  refine ⟨⟨Module.End.mem_eigenspace_iff.mpr ?_, fun h => ?_⟩,
    ⟨Module.End.mem_eigenspace_iff.mpr ?_, fun h => ?_⟩⟩
  · -- a uniform shift changes no separation
    rw [Matrix.toLin'_apply]
    funext i
    rw [hessian_mulVec]
    simp [curvature, Pi.single_apply]
  · exact one_ne_zero (congrFun h ⟨0, by omega⟩)
  · -- the force balance turns the Coulomb part into twice the trap part
    rw [Matrix.toLin'_apply]
    funext i
    rw [hessian_mulVec]
    have h0 : slope g x (Pi.single i 1) = 0 :=
      (hasDerivAt_energy g hx _).unique (hs _)
    have h1 : ∑ k, (Pi.single i 1 : Fin N → ℝ) k * x k = x i := by
      simp [Pi.single_apply]
    simp only [slope, h1] at h0
    simp only [curvature, h1, Pi.smul_apply, smul_eq_mul]
    linear_combination (-2) * h0
  · have h01 : (⟨0, by omega⟩ : Fin N) = ⟨1, by omega⟩ := hx (by simp [h])
    simp at h01
```

## Two charges at every positive coupling

The theorem starts from a given equilibrium. For two charges one can be written down. Put them at $-a$ and $a$ with $a>0$. The trap pulls each inward with force $a$, and the repulsion at distance $2a$ is $g/(2a)^2$, so they balance when $g=4a^3$. For an arbitrary displacement $v$,

$$S(v)=-a(v_0-v_1)-4a^3\,\frac{(v_0-v_1)(-2a)}{(2a)^3}=0 .$$

Every $g>0$ is reached, with $a=(g/4)^{1/3}$. In the proof, `hp` lists the single pair, `habs` gives the distance, and `h` evaluates the Coulomb term. For three or more charges the existence of an equilibrium at each $g>0$ is a separate matter, which the code leaves open.

```lean
/-- Two particles at `-a` and `a`, with `a > 0`, are distinct and stationary for the
coupling `g = 4 a ^ 3`. -/
theorem two_particle_witness {a : ℝ} (ha : 0 < a) :
    Function.Injective (![-a, a] : Fin 2 → ℝ) ∧
      IsStationary (4 * a ^ 3) (![-a, a] : Fin 2 → ℝ) := by
  have hx : Function.Injective (![-a, a] : Fin 2 → ℝ) := by
    intro i j h
    fin_cases i <;> fin_cases j <;> simp at h ⊢ <;> linarith
  refine ⟨hx, fun v => (hasDerivAt_energy _ hx v).congr_deriv ?_⟩
  have hp : pairs 2 = {(0, 1)} := by decide
  have habs : |-a - a| = 2 * a := by
    rw [abs_of_neg (by linarith)]
    ring
  -- the repulsion at distance 2a balances the trap force
  have h : 4 * a ^ 3 * ((v 0 - v 1) * (-a - a) / (2 * a) ^ 3) = (v 0 - v 1) * (-a) := by
    rw [← mul_div_assoc, div_eq_iff (by positivity)]
    ring
  simp only [slope, hp, Finset.sum_singleton, Fin.sum_univ_two, Matrix.cons_val_zero,
    Matrix.cons_val_one, Matrix.cons_val_fin_one, habs]
  linear_combination (-1) * h

end

end WignerChain
```

```lean
#print axioms WignerChain.hasDerivAt_slope
-- 'WignerChain.hasDerivAt_slope' depends on axioms: [propext, Classical.choice, Quot.sound]
#print axioms WignerChain.universal_modes
-- 'WignerChain.universal_modes' depends on axioms: [propext, Classical.choice, Quot.sound]
```

## Three charges in a normal-mode calculation

A normal-mode calculation first solves the force balance for the positions, then fills the Hessian and diagonalises it. For three charges at $-a,0,a$, the balance on an outer charge is $a=g/a^2+g/(4a^2)$, so $a^3=5g/4$. The neighbour coupling is $2g/a^3=8/5$ and the coupling between the outer charges is $2g/(2a)^3=1/5$. This gives

$$H=\frac15\begin{pmatrix}14&-8&-1\\-8&21&-8\\-1&-8&14\end{pmatrix}.$$

Its normalised eigenvectors are $(1,1,1)/\sqrt3$, $(-1,0,1)/\sqrt2$ and $(1,-2,1)/\sqrt6$, with eigenvalues $1$, $3$ and $29/5$. The coupling has disappeared from the whole matrix, because the equilibrium positions scale as $g^{1/3}$ and $g$ enters $H$ only through the ratios $g/|x_i-x_j|^3$. The number of charges does show in the rest of the spectrum: two charges have only the eigenvalues $1$ and $3$, while three have $29/5$ as well.
